# McWeeny purification can converge to a non-idempotent matrix: Hückel cyclobutadiene at half filling

The four carbon atoms of square cyclobutadiene are numbered 0, 1, 2, 3 around the ring, with one π orbital on each. The orbitals are orthonormal and all matrices are real. Energies are measured from the chemical potential, so μ = 0, and the unit of energy is the magnitude of the hopping between neighbours. A density matrix P describes one spin channel: its eigenvalues are orbital occupations, ideally 0 or 1, and its trace is the number of electrons of that spin. Half filling means trace 2, or four π electrons in the whole molecule.

```lean
import Mathlib

open Matrix Filter Topology

namespace CyclobutadienePurification

noncomputable section
```

Let A be the adjacency matrix of the ring, with entry 1 between neighbours and 0 elsewhere. The Hückel Hamiltonian is

H = −A.

Only A appears in the code; H and μ enter through this convention. The index type `Fin 4` labels the atoms, with the same numbering as above.

```lean
/-- The adjacency matrix `A` of the 4-cycle; the Hückel Hamiltonian of square cyclobutadiene is
`H = -A`, with energies measured from the chemical potential in units of the hopping magnitude. -/
def ringAdj : Matrix (Fin 4) (Fin 4) ℝ :=
  !![0, 1, 0, 1; 1, 0, 1, 0; 0, 1, 0, 1; 1, 0, 1, 0]
```

A convenient starting matrix for approaching the ground state commutes with H and gives larger occupations to lower energies. A simple choice is linear in the Hamiltonian:

P = 1/2 − sH = 1/2 + sA.

Here 1/2 stands for half the identity matrix, and s is a real coefficient. The eigenvalues of A are 2, 0, 0 and −2, so the occupations in P are 1/2 + 2s, 1/2, 1/2 and 1/2 − 2s. For 0 < s ≤ 1/4 they all lie between 0 and 1. The definition `trial` accepts any real s; restrictions on s appear as hypotheses of the theorems.

```lean
/-- The trial density matrix `1/2 + s A`, linear in the Hamiltonian. -/
def trial (s : ℝ) : Matrix (Fin 4) (Fin 4) ℝ :=
  (1 / 2 : ℝ) • (1 : Matrix (Fin 4) (Fin 4) ℝ) + s • ringAdj
```

One McWeeny step replaces P by

3P² − 2P³.

An occupation x becomes 3x² − 2x³. The values 0 and 1 are fixed, as they should be for a map meant to produce a projector, but 1/2 is fixed as well, since 3/4 − 1/4 = 1/2. The two orbitals at the chemical potential start with exactly this occupation.

```lean
/-- One McWeeny purification step, `P ↦ 3 P² - 2 P³`. -/
def mcweeny (P : Matrix (Fin 4) (Fin 4) ℝ) : Matrix (Fin 4) (Fin 4) ℝ :=
  (3 : ℝ) • (P * P) - (2 : ℝ) • (P * P * P)
```

On the coefficient s, the step will turn out to act through the scalar function

g(s) = (3s − 16s³)/2,

which the code calls `slopeStep`. Write s₀ = s for the starting coefficient and sₙ₊₁ = g(sₙ) for the later ones. In Lean, sₙ is `slopeStep^[n] s`, the function applied n times.

```lean
/-- The scalar map `s ↦ (3 s - 16 s³) / 2`. -/
def slopeStep (s : ℝ) : ℝ := (3 * s - 16 * s ^ 3) / 2
```

The result is that for s > 0 with 16s² < 3, the iterates converge to 1/2 + A/4, which has the correct trace 2 but is not idempotent. In density-matrix purification for electronic structure, this non-interacting four-site example shows that a converged iteration with the right electron count need not have produced a projector.

## The matrix iteration reduces to one number

The entry of A² between atoms i and j counts the two-step walks from i to j. It is 2 if i and j are equal or opposite, and 0 if they are neighbours. Multiplying by A once more gives 4 between neighbours and 0 elsewhere, so

A³ = 4A.

The Lean proof checks the sixteen matrix entries one by one.

```lean
/-- The adjacency matrix of the 4-cycle satisfies `A³ = 4 A`. -/
theorem ringAdj_cube : ringAdj * ringAdj * ringAdj = (4 : ℝ) • ringAdj := by
  ext i j
  fin_cases i <;> fin_cases j <;>
    simp [ringAdj, Matrix.mul_apply, Fin.sum_univ_four] <;> norm_num
```

Now expand the powers of P = 1/2 + sA:

P² = 1/4 + sA + s²A²

P³ = 1/8 + (3/4)sA + (3/2)s²A² + s³A³.

In 3P² − 2P³ the constant terms give 3/4 − 1/4 = 1/2. The terms linear in A give 3s − (3/2)s = (3/2)s. The quadratic terms give 3s² − 3s² = 0. What remains of the cubic term is −2s³A³ = −8s³A. Altogether,

3P² − 2P³ = 1/2 + ((3s − 16s³)/2)A = 1/2 + g(s)A.

In the proof, `h2` and `h3` are the two expansions. The final rewriting inserts them together with A³ = 4A, and `module` compares the coefficients.

```lean
/-- A purification step keeps the form `1/2 + s A` and changes only the
coefficient, from `s` to `(3 s - 16 s³) / 2`. -/
theorem mcweeny_trial (s : ℝ) : mcweeny (trial s) = trial (slopeStep s) := by
  have h2 : trial s * trial s = (1 / 4 : ℝ) • (1 : Matrix (Fin 4) (Fin 4) ℝ)
      + s • ringAdj + s ^ 2 • (ringAdj * ringAdj) := by
    simp only [trial, add_mul, mul_add, smul_mul_assoc, mul_smul_comm, one_mul, mul_one]
    module
  have h3 : trial s * trial s * trial s = (1 / 8 : ℝ) • (1 : Matrix (Fin 4) (Fin 4) ℝ)
      + (3 / 4 * s) • ringAdj + (3 / 2 * s ^ 2) • (ringAdj * ringAdj)
      + s ^ 3 • (ringAdj * ringAdj * ringAdj) := by
    rw [h2]
    simp only [trial, add_mul, mul_add, smul_mul_assoc, mul_smul_comm, one_mul, mul_one]
    module
  -- the quadratic terms cancel and the cubic term folds back onto `A`
  rw [mcweeny, h3, h2, ringAdj_cube, trial, slopeStep]
  module
```

The new matrix has the same form as the old one, so the argument can be repeated. By induction on n, the matrix after n steps is

1/2 + sₙA.

This holds for every real s and every n, including n = 0, where no step has been taken.

```lean
/-- After `n` purification steps started from `1/2 + s A` the matrix is `1/2 + sₙ A`, where `sₙ` is
the `n`-th iterate of the scalar map started from `s`. -/
theorem iterate_trial (s : ℝ) (n : ℕ) :
    mcweeny^[n] (trial s) = trial (slopeStep^[n] s) := by
  induction n with
  | zero => rfl
  | succ n ih =>
    rw [Function.iterate_succ_apply', Function.iterate_succ_apply', ih, mcweeny_trial]
```

## The coefficient converges to 1/4

Take first 0 < s ≤ 1/4, where the starting occupations are physical. If t is the current coefficient, two factorisations describe the next one:

1/4 − g(t) = (1/4 − t)(1 − 4t)(1 + 2t)

g(t) − t = (t/2)(1 − 4t)(1 + 4t).

Suppose that s ≤ t ≤ 1/4. Both right-hand sides are then nonnegative, so t ≤ g(t) ≤ 1/4, and the new coefficient also lies between s and 1/4. The factor multiplying the error satisfies

(1 − 4t)(1 + 2t) = 1 − 2t − 8t² ≤ 1 − 2t ≤ 1 − 2s.

Each step therefore multiplies the distance to 1/4 by at most 1 − 2s, and induction gives

0 ≤ 1/4 − sₙ ≤ (1/4 − s)(1 − 2s)ⁿ.

At s = 1/4 the right-hand side is zero and the coefficient does not move. For smaller s the bound is geometric and deliberately simple: in the exact formula the factor 1 − 4t is itself four times the error, so the approach near 1/4 is faster than the bound indicates.

The theorem states the lower bound, the upper bound and the error estimate together, because the induction step uses all three. Inside the proof, `e` and `g` are the two factorisations, and this local `g` is a proof of the second identity, not the function g of the text. The `calc` block is the chain of estimates for the error.

```lean
/-- For `0 < s ≤ 1/4` the coefficients stay between `s` and `1/4`, and their
distance to `1/4` is at most `(1/4 - s) (1 - 2 s)ⁿ`. -/
theorem slope_bounds {s : ℝ} (hs : 0 < s) (hs' : s ≤ 1 / 4) (n : ℕ) :
    s ≤ slopeStep^[n] s ∧ slopeStep^[n] s ≤ 1 / 4 ∧
      1 / 4 - slopeStep^[n] s ≤ (1 / 4 - s) * (1 - 2 * s) ^ n := by
  induction n with
  | zero => simpa using hs'
  | succ n ih =>
    rw [Function.iterate_succ_apply']
    generalize slopeStep^[n] s = t at ih ⊢
    obtain ⟨h1, h2, h3⟩ := ih
    have ht : 0 < t := by linarith
    -- the error is multiplied by `(1 - 4 t) (1 + 2 t)`
    have e : 1 / 4 - slopeStep t = (1 / 4 - t) * ((1 - 4 * t) * (1 + 2 * t)) := by
      unfold slopeStep
      ring
    have g : slopeStep t - t = t / 2 * ((1 - 4 * t) * (1 + 4 * t)) := by
      unfold slopeStep
      ring
    have p0 : 0 ≤ 1 / 4 - t := by linarith
    have p1 : 0 ≤ 1 - 4 * t := by linarith
    have p2 : 0 ≤ (1 / 4 - t) * ((1 - 4 * t) * (1 + 2 * t)) := by positivity
    have p3 : 0 ≤ t / 2 * ((1 - 4 * t) * (1 + 4 * t)) := by positivity
    refine ⟨by linarith, by linarith, ?_⟩
    calc 1 / 4 - slopeStep t = (1 / 4 - t) * ((1 - 4 * t) * (1 + 2 * t)) := e
      _ ≤ (1 / 4 - t) * (1 - 2 * s) :=
          mul_le_mul_of_nonneg_left (by nlinarith [sq_nonneg t]) p0
      _ ≤ (1 / 4 - s) * (1 - 2 * s) ^ n * (1 - 2 * s) :=
          mul_le_mul_of_nonneg_right h3 (by linarith)
      _ = (1 / 4 - s) * (1 - 2 * s) ^ (n + 1) := by ring
```

The convergence theorem allows a wider range of starting coefficients, s > 0 with 16s² < 3, or

0 < s < √3/4.

Above s = 1/4 the starting matrix has one occupation greater than 1 and one less than 0. A single step repairs this. Indeed,

g(s) = s(3 − 16s²)/2 > 0

1/4 − g(s) = (1 − 4s)²(1 + 2s)/4 ≥ 0,

so g(s) lies in the interval from 0 to 1/4, with 0 excluded. From there the geometric bound applies with g(s) as the starting value.

The Lean proof follows this order. The statement `key` treats a start r with 0 < r ≤ 1/4 by squeezing the coefficients between the constant 1/4 and a lower bound that tends to 1/4. The facts `pos` and `le` place g(s) in the interval. The last two lines use that a sequence has the same limit when its first term is removed.

```lean
/-- For `s > 0` with `16 s² < 3` the coefficients converge to `1/4`. -/
theorem slope_tendsto {s : ℝ} (hs : 0 < s) (h : 16 * s ^ 2 < 3) :
    Tendsto (fun n => slopeStep^[n] s) atTop (𝓝 (1 / 4)) := by
  have key : ∀ r : ℝ, 0 < r → r ≤ 1 / 4 →
      Tendsto (fun n => slopeStep^[n] r) atTop (𝓝 (1 / 4)) := by
    intro r hr hr'
    have low : Tendsto (fun n : ℕ => 1 / 4 - (1 / 4 - r) * (1 - 2 * r) ^ n)
        atTop (𝓝 (1 / 4)) := by
      have hp := ((tendsto_pow_atTop_nhds_zero_of_lt_one
        (by linarith : (0 : ℝ) ≤ 1 - 2 * r) (by linarith)).const_mul
          (1 / 4 - r)).const_sub (1 / 4)
      simpa only [mul_zero, sub_zero] using hp
    exact tendsto_of_tendsto_of_tendsto_of_le_of_le low tendsto_const_nhds
      (fun n => by linarith [(slope_bounds hr hr' n).2.2])
      (fun n => (slope_bounds hr hr' n).2.1)
  -- a single step brings the coefficient into the interval `(0, 1/4]`
  have pos : 0 < slopeStep s := by
    have e : slopeStep s = s * (3 - 16 * s ^ 2) / 2 := by
      unfold slopeStep
      ring
    have : 0 < 3 - 16 * s ^ 2 := by linarith
    rw [e]
    positivity
  have le : slopeStep s ≤ 1 / 4 := by
    have e : 1 / 4 - slopeStep s = (1 - 4 * s) ^ 2 * (2 * s + 1) / 4 := by
      unfold slopeStep
      ring
    have : 0 ≤ (1 - 4 * s) ^ 2 * (2 * s + 1) / 4 := by positivity
    linarith
  refine (tendsto_add_atTop_iff_nat 1).mp ?_
  exact key (slopeStep s) pos le
```

## Electron count and idempotency defect

The diagonal of A is zero, so only the identity part of P contributes to its trace:

tr P = (1/2)·4 = 2.

Every matrix in the family has the right number of electrons, whatever the value of s. Idempotency is a separate matter. Since

P − P² = 1/4 − s²A²

and each of the four diagonal entries of A² is 2,

tr(P − P²) = 1 − 8s².

An idempotent matrix has P² = P and hence zero defect. The converse fails: at s² = 1/8 the defect is zero although two occupations are 1/2, because the other two lie outside the interval from 0 to 1 and contribute negatively. At s = 1/4 the defect is 1/2. The occupations explain the number: those equal to 1 and 0 contribute nothing, and each of the two equal to 1/2 contributes 1/2 − 1/4 = 1/4.

```lean
/-- Every matrix `P = 1/2 + s A` with real `s` has trace 2, and its idempotency defect is
`tr (P - P²) = 1 - 8 s²`. -/
theorem trace_and_defect (s : ℝ) :
    (trial s).trace = 2 ∧ (trial s - trial s * trial s).trace = 1 - 8 * s ^ 2 := by
  constructor
  · simp [trial, ringAdj, Matrix.trace, Fin.sum_univ_four]
    norm_num
  · simp [trial, ringAdj, Matrix.trace, Matrix.mul_apply, Fin.sum_univ_four,
      Matrix.one_apply]
    ring
```

## The half-occupied orbitals

The vector v collects the amplitudes v₀, v₁, v₂, v₃ of an orbital on the four atoms. Applying A adds the amplitudes of the two neighbours:

(Av)₀ = (Av)₂ = v₁ + v₃

(Av)₁ = (Av)₃ = v₀ + v₂.

So Av = 0 exactly when v₀ + v₂ = 0 and v₁ + v₃ = 0. These are the nonbonding orbitals, whose amplitudes on opposite atoms cancel. A normalised basis for them is (1, 0, −1, 0)/√2 and (0, 1, 0, −1)/√2. The theorem places no normalisation on v, and it includes the zero vector, as a statement about a kernel must.

In Lean, `ringAdj *ᵥ v` is the matrix-vector product. The forward direction reads off components 0 and 1 of the equation Av = 0; the reverse direction checks all four components.

```lean
/-- The kernel of `A` consists of the vectors whose components on opposite atoms sum to zero. -/
theorem ringAdj_kernel (v : Fin 4 → ℝ) :
    ringAdj *ᵥ v = 0 ↔ v 0 + v 2 = 0 ∧ v 1 + v 3 = 0 := by
  constructor
  · intro h
    have h0 := congrFun h 0
    have h1 := congrFun h 1
    simp [ringAdj, Matrix.mulVec, dotProduct, Fin.sum_univ_four] at h0 h1
    exact ⟨by linarith, by linarith⟩
  · rintro ⟨h0, h1⟩
    ext i
    fin_cases i <;>
      simp [ringAdj, Matrix.mulVec, dotProduct, Fin.sum_univ_four] <;> linarith
```

## The limit of the purification

The parts now combine. Since the n-th iterate is 1/2 + sₙA and sₙ tends to 1/4, the matrices converge to

P∞ = 1/2 + A/4.

Its trace is 2. For any vector v,

P∞v = v/2 + (1/4)Av,

so P∞v = v/2 holds exactly when Av = 0. The eigenvectors of the limit with occupation 1/2 are the nonbonding orbitals and no others. A normalised orbital that is not an eigenvector can still have mean occupation vᵀP∞v = 1/2, as each single atomic orbital does. Finally, if P∞ were idempotent, its defect would be 0, whereas it is 1/2.

The formal theorem assumes `0 < s` and `16 * s ^ 2 < 3` and states these four facts as one conjunction. `Tendsto ... atTop (𝓝 ...)` is ordinary convergence as the number of steps grows, and for 4×4 matrices it means convergence of every entry. The first part of the proof transfers the scalar limit to the matrices, and the last derives the contradiction from the defect.

The model has equal hopping on all four bonds, no overlap between orbitals and no electron repulsion. The iteration runs over the real numbers, without rounding or truncation of small matrix elements, and starts within the one-parameter family 1/2 + sA. The absence of rounding matters: a McWeeny step takes an occupation 1/2 + d to 1/2 + (3/2)d − 2d³, so a small error in a half occupation grows from step to step. The theorem makes no statement about distorted rings or other starting matrices.

```lean
/-- Started from `1/2 + s A` with `s > 0` and `16 s² < 3`, McWeeny purification
converges to `1/2 + A/4`. This limit has trace 2, acts as `1/2` exactly on the
kernel of `A`, and is not idempotent. -/
theorem purification_limit {s : ℝ} (hs : 0 < s) (h : 16 * s ^ 2 < 3) :
    Tendsto (fun n => mcweeny^[n] (trial s)) atTop (𝓝 (trial (1 / 4))) ∧
      (trial (1 / 4)).trace = 2 ∧
      (∀ v, trial (1 / 4) *ᵥ v = (1 / 2 : ℝ) • v ↔ ringAdj *ᵥ v = 0) ∧
      trial (1 / 4) * trial (1 / 4) ≠ trial (1 / 4) := by
  refine ⟨?_, (trace_and_defect _).1, fun v => ?_, fun hP => ?_⟩
  · simp_rw [iterate_trial]
    exact ((slope_tendsto hs h).smul_const ringAdj).const_add _
  · simp [trial, Matrix.add_mulVec, Matrix.smul_mulVec]
  · -- an idempotent limit would have zero defect, but the defect is `1/2`
    have hd := (trace_and_defect (1 / 4)).2
    rw [hP, sub_self, Matrix.trace_zero] at hd
    norm_num at hd
```

## Collapse at the edge of the admissible range

If 16s² = 3, then

g(s) = s(3 − 16s²)/2 = 0,

and g(0) = 0 keeps the coefficient there. After one step the matrix is half the identity, and it remains so. All four orbitals are then half occupied, and the distinction between bonding and antibonding orbitals has been lost, although the trace is still 2. The strict inequality in the convergence theorem therefore can't be relaxed to 16s² ≤ 3.

The theorem covers both signs, s = √3/4 and s = −√3/4. The exponent `n + 1` in its statement selects the iterates after the starting matrix, which itself is not half the identity. In the proof, `h0` is the vanishing of g(s) and `hfix` is the fixed point at 0.

```lean
/-- At the boundary `16 s² = 3` every iterate after the starting matrix equals
one half of the identity. -/
theorem boundary_collapse {s : ℝ} (h : 16 * s ^ 2 = 3) (n : ℕ) :
    mcweeny^[n + 1] (trial s) = (1 / 2 : ℝ) • (1 : Matrix (Fin 4) (Fin 4) ℝ) := by
  have h0 : slopeStep s = 0 := by
    unfold slopeStep
    linear_combination (-s / 2) * h
  have hfix : slopeStep 0 = 0 := by norm_num [slopeStep]
  rw [iterate_trial, Function.iterate_succ_apply, h0, Function.iterate_fixed hfix]
  simp [trial]

end

end CyclobutadienePurification
```

```lean
#print axioms CyclobutadienePurification.ringAdj_kernel
#print axioms CyclobutadienePurification.purification_limit
#print axioms CyclobutadienePurification.boundary_collapse
```

```
'CyclobutadienePurification.ringAdj_kernel' depends on axioms: [propext, Classical.choice, Quot.sound]
'CyclobutadienePurification.purification_limit' depends on axioms: [propext, Classical.choice, Quot.sound]
'CyclobutadienePurification.boundary_collapse' depends on axioms: [propext, Classical.choice, Quot.sound]
```
